# The angular momentum Casimir is constant along a ladder, and a ladder that ends has an integer top weight

The ladder relations make the squared angular momentum commute with the lowering operator, so every non-zero state lowered from a top state has the same total angular momentum as the top state. A top state is an eigenstate of $J_z$ that the raising operator sends to zero. Here a weight is an eigenvalue of $2J_z$ in units of $\hbar$. For a ladder whose last non-zero state is reached after $n$ lowering steps, comparing the eigenvalue of the squared angular momentum at its two ends gives the top weight $n$, so the top state has $J_z=n\hbar/2$.

In Lean 4 with Mathlib:

```lean
import Mathlib

open Matrix

namespace AngularMomentumCasimir

section Algebra

variable {R : Type*} [Ring R]

/-- The angular momentum relations for `h = 2 Jz`, the raising operator `e` and the lowering
operator `f`, in units of ħ. -/
structure LadderAlgebra (h e f : R) : Prop where
  ef : e * f - f * e = h
  he : h * e - e * h = 2 * e
  hf : h * f - f * h = -(2 * f)

/-- The Casimir element `h² + 2h + 4fe`, which is four times the squared angular momentum. -/
def casimir (h e f : R) : R := h ^ 2 + 2 * h + 4 * (f * e)

variable {h e f : R}

/-- The Casimir element commutes with the raising operator, the lowering operator and `h`. -/
theorem casimir_commute (H : LadderAlgebra h e f) :
    Commute (casimir h e f) e ∧ Commute (casimir h e f) f ∧ Commute (casimir h e f) h := by
  refine ⟨?_, ?_, ?_⟩
  · show (h ^ 2 + 2 * h + 4 * (f * e)) * e = e * (h ^ 2 + 2 * h + 4 * (f * e))
    linear_combination (norm := noncomm_ring) h * H.he + H.he * h - 4 * H.ef * e
  · show (h ^ 2 + 2 * h + 4 * (f * e)) * f = f * (h ^ 2 + 2 * h + 4 * (f * e))
    linear_combination (norm := noncomm_ring) h * H.hf + H.hf * h + 4 * f * H.ef
  · show (h ^ 2 + 2 * h + 4 * (f * e)) * h = h * (h ^ 2 + 2 * h + 4 * (f * e))
    linear_combination (norm := noncomm_ring) -(4 * H.hf * e) - 4 * f * H.he

/-- The Casimir element commutes with every element of the ring generated by `h`, `e`
and `f`. -/
theorem casimir_central (H : LadderAlgebra h e f) {x : R}
    (hx : x ∈ Subring.closure ({h, e, f} : Set R)) : Commute (casimir h e f) x := by
  obtain ⟨ce, cf, ch⟩ := casimir_commute H
  induction hx using Subring.closure_induction with
  | mem y hy =>
    simp only [Set.mem_insert_iff, Set.mem_singleton_iff] at hy
    rcases hy with hy | hy | hy
    · rw [hy]; exact ch
    · rw [hy]; exact ce
    · rw [hy]; exact cf
  | zero => exact Commute.zero_right _
  | one => exact Commute.one_right _
  | add y z _ _ hy hz => exact hy.add_right hz
  | neg y _ hy => exact hy.neg_right
  | mul y z _ _ hy hz => exact hy.mul_right hz

/-- Moving `h` to the right through `n` raising operators shifts it by `2n`. -/
theorem weight_shift (H : LadderAlgebra h e f) (n : ℕ) :
    h * e ^ n = e ^ n * (h + 2 * (n : R)) := by
  induction n with
  | zero => simp
  | succ n ih =>
    have c : (n : R) * e = e * (n : R) := (Nat.cast_commute n e).eq
    rw [pow_succ, ← mul_assoc, ih]
    push_cast
    generalize e ^ n = p
    linear_combination (norm := noncomm_ring) p * H.he + 2 * p * c

/-- Raising `n` times and then lowering `n` times is, up to the factor `4ⁿ`, a product of
factors built from the Casimir element and `h` alone. -/
theorem lower_raise_product (H : LadderAlgebra h e f) (n : ℕ) :
    4 ^ n * (f ^ n * e ^ n) = ((List.range n).map fun k : ℕ =>
      casimir h e f - (h + 2 * (k : R)) * (h + 2 * (k : R) + 2)).prod := by
  induction n with
  | zero => simp
  | succ n ih =>
    -- the innermost pair `fe` is expressed by the Casimir element and moved through `eⁿ`
    have key : 4 * (f * e) * e ^ n = e ^ n *
        (casimir h e f - (h + 2 * (n : R)) * (h + 2 * (n : R) + 2)) := by
      have hC : (h ^ 2 + 2 * h + 4 * (f * e)) * e ^ n = e ^ n * casimir h e f :=
        ((casimir_commute H).1.pow_right n).eq
      have hh := weight_shift H n
      generalize casimir h e f = K at hC ⊢
      generalize h + 2 * (n : R) = a at hh ⊢
      generalize e ^ n = p at hC hh ⊢
      linear_combination (norm := noncomm_ring) hC - h * hh - hh * a - 2 * hh
    rw [List.prod_range_succ, ← ih]
    calc 4 ^ (n + 1) * (f ^ (n + 1) * e ^ (n + 1))
        = 4 ^ n * (f ^ n * (4 * (f * e) * e ^ n)) := by
          rw [pow_succ (4 : R), pow_succ f, pow_succ' e]
          generalize (4 : R) ^ n = q
          generalize f ^ n = g
          generalize e ^ n = p
          noncomm_ring
      _ = _ := by rw [key]; simp only [mul_assoc]

end Algebra

section States

variable {V : Type*} [AddCommGroup V] [Module ℂ V] {h e f : Module.End ℂ V}

/-- Lowering a state of weight `m` a number `n` of times gives a vector on which `h` acts as
`m - 2n`. -/
theorem weight_lowered (H : LadderAlgebra h e f) {v : V} {m : ℂ} (hv : h v = m • v) (n : ℕ) :
    h ((f ^ n) v) = (m - 2 * (n : ℂ)) • (f ^ n) v := by
  induction n with
  | zero => simpa using hv
  | succ n ih =>
    have key := LinearMap.congr_fun H.hf ((f ^ n) v)
    simp only [two_mul, LinearMap.sub_apply, Module.End.mul_apply, LinearMap.neg_apply,
      LinearMap.add_apply] at key
    rw [ih, map_smul] at key
    rw [pow_succ', Module.End.mul_apply]
    push_cast
    linear_combination (norm := module) key

/-- All states lowered from a top state of weight `m` share the Casimir value `m(m+2)`. -/
theorem casimir_on_ladder (H : LadderAlgebra h e f) {v : V} {m : ℂ}
    (hv : h v = m • v) (top : e v = 0) (n : ℕ) :
    casimir h e f ((f ^ n) v) = (m * (m + 2)) • (f ^ n) v := by
  have hC : casimir h e f = h * h + (h + h) + (f * e + f * e + f * e + f * e) := by
    unfold casimir
    noncomm_ring
  have h0 : casimir h e f v = (m * (m + 2)) • v := by
    rw [hC]
    simp only [LinearMap.add_apply, Module.End.mul_apply, hv, top, map_smul, map_zero]
    module
  -- the Casimir element passes through the lowering operators
  have hc := LinearMap.congr_fun ((casimir_commute H).2.1.pow_right n).eq v
  simp only [Module.End.mul_apply] at hc
  rw [hc, h0, map_smul]

/-- A bottom state of weight `μ` has the Casimir value `μ(μ-2)`. -/
theorem casimir_on_bottom (H : LadderAlgebra h e f) {w : V} {μ : ℂ}
    (hw : h w = μ • w) (bottom : f w = 0) :
    casimir h e f w = (μ * (μ - 2)) • w := by
  have hC : casimir h e f = h * h - (h + h) + (e * f + e * f + e * f + e * f) := by
    unfold casimir
    linear_combination (norm := noncomm_ring) -(4 * H.ef)
  rw [hC]
  simp only [LinearMap.add_apply, LinearMap.sub_apply, Module.End.mul_apply, hw, bottom,
    map_smul, map_zero]
  module

/-- If the ladder below a top state of weight `m` ends after exactly `n` lowering steps, then `m =
n`. -/
theorem weight_quantised (H : LadderAlgebra h e f) {v : V} {m : ℂ}
    (hv : h v = m • v) (top : e v = 0) {n : ℕ}
    (last : (f ^ n) v ≠ 0) (ended : (f ^ (n + 1)) v = 0) : m = n := by
  rw [pow_succ', Module.End.mul_apply] at ended
  have h1 := casimir_on_ladder H hv top n
  have h2 := casimir_on_bottom H (weight_lowered H hv n) ended
  -- the two Casimir values of the last state must agree
  have h3 : (m * (m + 2) - (m - 2 * (n : ℂ)) * (m - 2 * (n : ℂ) - 2)) • (f ^ n) v = 0 := by
    rw [sub_smul, sub_eq_zero]
    exact h1.symm.trans h2
  have h4 := (smul_eq_zero.1 h3).resolve_right last
  have h5 : ((n : ℂ) + 1) * (m - n) = 0 := by linear_combination h4 / 4
  exact sub_eq_zero.1 ((mul_eq_zero.1 h5).resolve_left (Nat.cast_add_one_ne_zero n))

end States

/-- The matrix of `2 Jz` for spin one. -/
def spinH : Matrix (Fin 3) (Fin 3) ℂ := !![2, 0, 0; 0, 0, 0; 0, 0, -2]

/-- The raising matrix for spin one, in a basis that is not normalised. -/
def spinE : Matrix (Fin 3) (Fin 3) ℂ := !![0, 2, 0; 0, 0, 1; 0, 0, 0]

/-- The lowering matrix for spin one, in the same basis. -/
def spinF : Matrix (Fin 3) (Fin 3) ℂ := !![0, 0, 0; 1, 0, 0; 0, 2, 0]

/-- The spin-one matrices satisfy the angular momentum relations. -/
theorem ladderAlgebra_witness : LadderAlgebra spinH spinE spinF := by
  refine ⟨?_, ?_, ?_⟩
  · ext i j
    fin_cases i <;> fin_cases j <;>
      simp [spinH, spinE, spinF]
  · rw [two_mul]
    ext i j
    fin_cases i <;> fin_cases j <;>
      simp [spinH, spinE] <;> norm_num
  · rw [two_mul]
    ext i j
    fin_cases i <;> fin_cases j <;>
      simp [spinH, spinF] <;> norm_num

/-- The first basis vector is a top state of weight 2 for the spin-one matrices; lowering it
twice gives a non-zero vector, and lowering it three times gives zero. -/
theorem finite_ladder_witness :
    spinH *ᵥ ![1, 0, 0] = (2 : ℂ) • ![1, 0, 0] ∧ spinE *ᵥ ![1, 0, 0] = 0 ∧
    spinF *ᵥ (spinF *ᵥ ![1, 0, 0]) ≠ 0 ∧
    spinF *ᵥ (spinF *ᵥ (spinF *ᵥ ![1, 0, 0])) = 0 := by
  have f1 : spinF *ᵥ ![1, 0, 0] = ![0, 1, 0] := by
    ext i
    fin_cases i <;> simp [spinF, Matrix.mulVec, dotProduct, Fin.sum_univ_succ]
  have f2 : spinF *ᵥ ![0, 1, 0] = ![0, 0, 2] := by
    ext i
    fin_cases i <;> simp [spinF, Matrix.mulVec, dotProduct, Fin.sum_univ_succ]
  rw [f1, f2]
  refine ⟨?_, ?_, ?_, ?_⟩
  · ext i
    fin_cases i <;> simp [spinH, Matrix.mulVec, dotProduct, Fin.sum_univ_succ]
  · ext i
    fin_cases i <;> simp [spinE, Matrix.mulVec, dotProduct, Fin.sum_univ_succ]
  · intro hz
    have h2 := congrFun hz 2
    simp at h2
  · ext i
    fin_cases i <;> simp [spinF, Matrix.mulVec, dotProduct, Fin.sum_univ_succ]

end AngularMomentumCasimir
```

```lean
#print axioms AngularMomentumCasimir.casimir_central
#print axioms AngularMomentumCasimir.lower_raise_product
#print axioms AngularMomentumCasimir.casimir_on_ladder
#print axioms AngularMomentumCasimir.weight_quantised
```

```
'AngularMomentumCasimir.casimir_central' depends on axioms: [propext, Classical.choice, Quot.sound]
'AngularMomentumCasimir.lower_raise_product' depends on axioms: [propext, Quot.sound]
'AngularMomentumCasimir.casimir_on_ladder' depends on axioms: [propext, Classical.choice, Quot.sound]
'AngularMomentumCasimir.weight_quantised' depends on axioms: [propext, Classical.choice, Quot.sound]
```

## Operators and units

In units of $\hbar$, put $h=2J_z$, $e=J_+$ and $f=J_-$. With $[a,b]=ab-ba$, the structure `LadderAlgebra` records

$$[e,f]=h,\qquad [h,e]=2e,\qquad [h,f]=-2f.$$

The element `casimir` is $C=h^2+2h+4fe=4J^2$. The first four theorems hold in any ring `R`, without an adjoint or an inner product. For states, the ring becomes `Module.End ℂ V`, the linear operators on a complex vector space of any dimension. A weight $m$ is an eigenvalue of $h$, so it is twice the magnetic quantum number.

## Three cancellations make the Casimir central

Expanding each commutator gives

$$[C,e]=2he+2eh+4e-4he=-2[h,e]+4e=0,$$
$$[C,f]=-2hf-2fh-4f+4fh=-2[h,f]-4f=0,$$
$$[C,h]=4f[e,h]+4[f,h]e=-8fe+8fe=0.$$

In `casimir_commute`, each `linear_combination` multiplies the defining relations by operators on the left or right, and `noncomm_ring` checks the remaining identity without reordering factors. `casimir_central` extends the result to the subring generated by $h,e,f$, by induction over sums, negatives and products.

## Raising and lowering as a product

Since $he=e(h+2)$, induction gives $he^n=e^n(h+2n)$, which is `weight_shift`. Substituting $4fe=C-h(h+2)$ and moving everything through $e^n$ yields

$$4fe\,e^n=e^n\bigl(C-(h+2n)(h+2n+2)\bigr).$$

This is `key` in `lower_raise_product`. Multiplying on the left by $4^n f^n$ adds one factor to the product, so induction from the empty product at $n=0$ gives

$$4^n f^n e^n=\prod_{k=0}^{n-1}\bigl(C-(h+2k)(h+2k+2)\bigr).$$

The factor $4^n$ stays on the left because a general ring need not allow division by 4.

## The two ends of a ladder

Let $hv=mv$ and $ev=0$. If $w$ has weight $\mu$, then $hfw=fhw-2fw=(\mu-2)fw$. Repeating this gives $hf^nv=(m-2n)f^nv$, which is `weight_lowered`.

At the top, $Cv=(m^2+2m)v$. Because $C$ commutes with $f^n$,

$$Cf^nv=f^nCv=m(m+2)f^nv,$$

as `casimir_on_ladder` states. For the other end, $fe=ef-h$ turns the Casimir into $C=h^2-2h+4ef$. If $hw=\mu w$ and $fw=0$, then $Cw=\mu(\mu-2)w$, which is `casimir_on_bottom`.

Now suppose $f^nv\ne0$ and $f^{n+1}v=0$. The last non-zero state has $\mu=m-2n$, and its two Casimir values must agree:

$$0=m(m+2)-(m-2n)(m-2n-2)=4(n+1)(m-n).$$

Hence $m=n$. In `weight_quantised`, `h3` is this equality acting on $f^nv$, `h4` removes the non-zero vector, and `h5` is the factorised form. With $m=2j$, the result reads $j=n/2$ and $J^2=j(j+1)$.

That the ladder ends is a hypothesis here. Physically it stands for a multiplet with finitely many states; it is not derived from Hermiticity or finite dimension.

## Spin one as an example

The matrices `spinH`, `spinE` and `spinF` satisfy the relations, and the first basis vector has weight 2. Two lowerings give $(0,0,2)$ and a third gives zero, in agreement with $m=n=2$. If the first basis vector stands for a normalised state, the middle one stands for $\sqrt2$ times the normalised state with $J_z=0$. In the normalised basis, the non-zero entries of $J_\pm$ are all $\sqrt2$.

## Evaluating total spin in a calculation

The total spin operators of a many-electron system obey the same relations, so lowering a high-spin eigenstate of $S^2$ preserves its total spin as long as the lowered vector is non-zero; this concerns spin alone and says nothing about energies. A program can evaluate $S^2$ from the same expression as `casimir`, divided by four: for a normalised state $\psi$ with $S_z\psi=M\psi$ and $S_-=S_+^\dagger$,

$$\langle S^2\rangle=M(M+1)+\lVert S_+\psi\rVert^2.$$

For a top state the last term vanishes, leaving $M(M+1)$.
